# For a symmetric invertible matrix, a response property can be estimated with an error bilinear in two response-vector errors

When an iterative solver for linear response equations stops, it leaves approximate response vectors, and a property such as a static polarisability has to be evaluated from them. Contracting one vector with a perturbation gives an error linear in the error of that vector. Adding a correction built from a second trial vector gives an error bilinear in the two vector errors, for a response problem written with a finite, real, symmetric and invertible matrix.

Let \(A\) be the response matrix, for instance the electronic Hessian of a mean-field calculation with real orbitals. Let \(b_1\) and \(b_2\) be the vectors of two perturbations, and \(x\) and \(y\) trial solutions of \(Ax=b_1\) and \(Ay=b_2\). Up to sign and prefactor conventions, the property is \(b_1\cdot A^{-1}b_2\). Its estimator is

\[
F(x,y)=x\cdot b_2+b_1\cdot y-x\cdot Ay .
\]

## Finitely many real components

The finite type `n` labels the components, for example occupied–virtual orbital pairs in a finite basis. A vector is a function `n → ℝ`, `⬝ᵥ` is the dot product and `*ᵥ` applies a matrix to a vector. The definition `estimator` is \(F\), with no condition on \(A\).

```lean
import Mathlib

open Matrix

namespace BilinearResponse

variable {n : Type*} [Fintype n]

/-- The response estimator `F(x, y) = x·b₂ + b₁·y - x·Ay` for trial response vectors
`x` and `y`. -/
def estimator (A : Matrix n n ℝ) (b₁ b₂ x y : n → ℝ) : ℝ :=
  x ⬝ᵥ b₂ + b₁ ⬝ᵥ y - x ⬝ᵥ A *ᵥ y
```

The errors below are relative to the exact solution of this matrix problem. They say nothing about basis-set error or the quality of the electronic-structure model, and complex response vectors would need a different statement.

## Solutions of the direct and adjoint equations

Suppose that \(Y\) solves \(AY=b_2\) and \(X\) solves \(A^{T}X=b_1\). Physically, \(Y\) is the response to the second perturbation, and \(X\) measures how the property reacts to a change in the right-hand side. The adjoint equation gives \(b_1\cdot z=X\cdot Az\) for every \(z\), so

\[
\begin{aligned}
(x-X)\cdot A(y-Y)
&=x\cdot Ay-x\cdot AY-X\cdot Ay+X\cdot AY\\
&=x\cdot Ay-x\cdot b_2-b_1\cdot y+b_1\cdot Y\\
&=b_1\cdot Y-F(x,y).
\end{aligned}
\]

The hypotheses `hX` and `hY` are these two equations. The proof substitutes them for \(b_1\) and \(b_2\), moves the transpose across the dot product in `h`, expands, and leaves the cancellation to `ring`.

```lean
/-- For any real matrix `A`, symmetric or not, let `Y` solve the response equation `AY = b₂` and
`X` the adjoint equation `AᵀX = b₁`. The error of the estimator for the property `b₁·Y` is
bilinear in the errors of the two trial vectors. -/
theorem error_of_solutions (A : Matrix n n ℝ) {b₁ b₂ X Y : n → ℝ}
    (hX : Aᵀ *ᵥ X = b₁) (hY : A *ᵥ Y = b₂) (x y : n → ℝ) :
    b₁ ⬝ᵥ Y - estimator A b₁ b₂ x y = (x - X) ⬝ᵥ A *ᵥ (y - Y) := by
  subst hX hY
  -- move the transposed matrix to the other side of the dot product
  have h : ∀ z, (Aᵀ *ᵥ X) ⬝ᵥ z = X ⬝ᵥ A *ᵥ z := by
    intro z
    rw [Matrix.mulVec_transpose, Matrix.dotProduct_mulVec]
  simp only [estimator, h, Matrix.mulVec_sub, sub_dotProduct, dotProduct_sub]
  ring
```

Neither symmetry nor invertibility is needed here. If \(AY=b_2\) has no solution, however, there is no response vector from which to form the property.

## A residual orthogonal to one trial vector

The residual \(b_2-Ay\) is the part of the second perturbation that \(y\) leaves unbalanced. Grouping terms gives

\[
F(x,y)=b_1\cdot y+x\cdot(b_2-Ay),
\]

so \(F(x,y)=b_1\cdot y\) exactly when \(x\cdot(b_2-Ay)=0\), the Galerkin condition. The proof expands the dot product with the residual and settles both directions by linear arithmetic.

```lean
/-- The estimator equals the plain property value `b₁·y` exactly when the residual `b₂ - Ay`
is orthogonal to `x` (the Galerkin condition). -/
theorem estimator_eq_iff_galerkin (A : Matrix n n ℝ) (b₁ b₂ x y : n → ℝ) :
    estimator A b₁ b₂ x y = b₁ ⬝ᵥ y ↔ x ⬝ᵥ (b₂ - A *ᵥ y) = 0 := by
  rw [dotProduct_sub, estimator]
  constructor <;> intro h <;> linarith
```

Without the condition, the plain value \(b_1\cdot y\) differs from the estimator by exactly \(x\cdot(b_2-Ay)\), which is the correction to add.

## Symmetry of the response matrix

Symmetry, `A.IsSymm`, means that the same matrix governs the direct and adjoint equations, so one response solver serves both perturbations. By hand, it enters the first variation. For displacements \(u\) of \(x\) and \(v\) of \(y\), and a real parameter \(t\),

\[
\begin{aligned}
F(x+tu,y+tv)={}&F(x,y)+t\,[u\cdot b_2+b_1\cdot v-u\cdot Ay-x\cdot Av]\\
&-t^2\,u\cdot Av .
\end{aligned}
\]

Since \(x\cdot Av=(Ax)\cdot v\), the slope at \(t=0\) is

\[
u\cdot(b_2-Ay)+(b_1-Ax)\cdot v .
\]

In the proof, `hs` is the symmetry step, `hexp` is the quadratic expansion, and the last lines differentiate it.

```lean
/-- First variation of the estimator for symmetric `A`: along the displacements `u` of `x` and
`v` of `y`, its slope is `u·(b₂ - Ay) + (b₁ - Ax)·v`. -/
theorem estimator_first_variation {A : Matrix n n ℝ} (hA : A.IsSymm)
    (b₁ b₂ x y u v : n → ℝ) :
    HasDerivAt (fun t : ℝ => estimator A b₁ b₂ (x + t • u) (y + t • v))
      (u ⬝ᵥ (b₂ - A *ᵥ y) + (b₁ - A *ᵥ x) ⬝ᵥ v) 0 := by
  have hs : (A *ᵥ x) ⬝ᵥ v = x ⬝ᵥ A *ᵥ v := by
    rw [Matrix.dotProduct_mulVec, ← Matrix.mulVec_transpose, hA.eq]
  -- the estimator is a quadratic polynomial in the displacement parameter
  have hexp : (fun t : ℝ => estimator A b₁ b₂ (x + t • u) (y + t • v)) =
      fun t : ℝ => (estimator A b₁ b₂ x y +
        t * (u ⬝ᵥ (b₂ - A *ᵥ y) + (b₁ - A *ᵥ x) ⬝ᵥ v)) - t ^ 2 * (u ⬝ᵥ A *ᵥ v) := by
    funext t
    simp only [estimator, Matrix.mulVec_add, Matrix.mulVec_smul, add_dotProduct,
      dotProduct_add, smul_dotProduct, dotProduct_smul, sub_dotProduct, dotProduct_sub,
      smul_eq_mul, hs]
    ring
  rw [hexp]
  exact ((((hasDerivAt_id' (0 : ℝ)).mul_const _).const_add _).fun_sub
    ((hasDerivAt_pow 2 (0 : ℝ)).mul_const _)).congr_deriv (by simp)
```

Stationarity means that this slope vanishes for all \(u\) and \(v\). Taking \(u=0\) and \(v=b_1-Ax\) gives \(|b_1-Ax|^2=0\); taking \(v=0\) and \(u=b_2-Ay\) gives \(|b_2-Ay|^2=0\). Both response equations follow. Conversely, they make the slope zero. The proof makes the same two choices in `h1` and `h2`, using uniqueness of the derivative.

```lean
/-- For symmetric `A`, the estimator is stationary under all displacements of `x` and `y`
exactly when both response equations `Ax = b₁` and `Ay = b₂` hold. -/
theorem stationary_iff {A : Matrix n n ℝ} (hA : A.IsSymm) (b₁ b₂ x y : n → ℝ) :
    (∀ u v : n → ℝ,
      HasDerivAt (fun t : ℝ => estimator A b₁ b₂ (x + t • u) (y + t • v)) 0 0) ↔
    A *ᵥ x = b₁ ∧ A *ᵥ y = b₂ := by
  constructor
  · intro h
    have hz := fun u v => (estimator_first_variation hA b₁ b₂ x y u v).unique (h u v)
    -- displace along each residual in turn
    have h1 := hz 0 (b₁ - A *ᵥ x)
    have h2 := hz (b₂ - A *ᵥ y) 0
    rw [zero_dotProduct, zero_add, dotProduct_self_eq_zero] at h1
    rw [dotProduct_zero, add_zero, dotProduct_self_eq_zero] at h2
    exact ⟨(sub_eq_zero.mp h1).symm, (sub_eq_zero.mp h2).symm⟩
  · rintro ⟨h1, h2⟩ u v
    exact (estimator_first_variation hA b₁ b₂ x y u v).congr_deriv (by simp [h1, h2])
```

Without symmetry, the stationarity condition on \(x\) becomes \(A^{T}x=b_1\). The left-hand equations of coupled-cluster response, whose Jacobian is non-symmetric, have this form.

## Finite size in the error bound

Finite size also makes the sum of squared matrix elements finite. Cauchy–Schwarz, applied first to \(u\) and \(Av\) and then to each row of \(A\), gives

\[
\begin{aligned}
(u\cdot Av)^2&\le |u|^2\sum_i\Bigl(\sum_j A_{ij}v_j\Bigr)^2\\
&\le \Bigl(\sum_{i,j}A_{ij}^2\Bigr)|u|^2|v|^2 .
\end{aligned}
\]

The local lemma `cs` is Cauchy–Schwarz, `h2` applies it row by row, and the final `calc` combines the two uses. Squared lengths appear in the code as dot products such as `u ⬝ᵥ u`.

```lean
/-- The square of `u·Av` is at most the squared Frobenius norm of `A` times the squared lengths
of `u` and `v`. -/
theorem bilinear_sq_le (A : Matrix n n ℝ) (u v : n → ℝ) :
    (u ⬝ᵥ A *ᵥ v) ^ 2 ≤ (∑ i, ∑ j, A i j ^ 2) * (u ⬝ᵥ u) * (v ⬝ᵥ v) := by
  have cs : ∀ p q : n → ℝ, (p ⬝ᵥ q) ^ 2 ≤ (p ⬝ᵥ p) * (q ⬝ᵥ q) := by
    intro p q
    simp only [dotProduct, ← pow_two]
    exact Finset.sum_mul_sq_le_sq_mul_sq _ _ _
  -- Cauchy-Schwarz in every row of `A`
  have h2 : (A *ᵥ v) ⬝ᵥ (A *ᵥ v) ≤ (∑ i, ∑ j, A i j ^ 2) * (v ⬝ᵥ v) := by
    calc (A *ᵥ v) ⬝ᵥ (A *ᵥ v) = ∑ i, (A i ⬝ᵥ v) ^ 2 := by
          simp only [dotProduct, Matrix.mulVec, pow_two]
      _ ≤ ∑ i, (A i ⬝ᵥ A i) * (v ⬝ᵥ v) := Finset.sum_le_sum fun i _ => cs _ _
      _ = (∑ i, ∑ j, A i j ^ 2) * (v ⬝ᵥ v) := by
          rw [← Finset.sum_mul]
          simp only [dotProduct, pow_two]
  have h0 : 0 ≤ u ⬝ᵥ u := Finset.sum_nonneg fun i _ => mul_self_nonneg (u i)
  calc (u ⬝ᵥ A *ᵥ v) ^ 2 ≤ (u ⬝ᵥ u) * ((A *ᵥ v) ⬝ᵥ (A *ᵥ v)) := cs _ _
    _ ≤ (u ⬝ᵥ u) * ((∑ i, ∑ j, A i j ^ 2) * (v ⬝ᵥ v)) := mul_le_mul_of_nonneg_left h2 h0
    _ = _ := by ring
```

In infinite dimension the sum can diverge, as it does for the identity, and the bound then gives no information.

## Invertibility

The hypothesis `IsUnit A.det` says that the determinant is nonzero. Physically, the response matrix has no zero mode, so every perturbation has exactly one finite response. By hand, this permits \(Y=A^{-1}b_2\) and, with symmetry, \(X=A^{-1}b_1\). The earlier identity becomes

\[
b_1\cdot A^{-1}b_2-F(x,y)=(x-A^{-1}b_1)\cdot A(y-A^{-1}b_2).
\]

In the proof, `hsol` verifies that \(A^{-1}b\) solves the equation with right-hand side \(b\), and `hA.eq` replaces \(A^T\) by \(A\).

```lean
variable [DecidableEq n]

/-- For symmetric invertible `A`, the error of the estimator for the response property
`b₁·A⁻¹b₂` is the product, through `A`, of the errors of the two trial response vectors. -/
theorem response_error {A : Matrix n n ℝ} (hA : A.IsSymm) (hdet : IsUnit A.det)
    (b₁ b₂ x y : n → ℝ) :
    b₁ ⬝ᵥ A⁻¹ *ᵥ b₂ - estimator A b₁ b₂ x y =
      (x - A⁻¹ *ᵥ b₁) ⬝ᵥ A *ᵥ (y - A⁻¹ *ᵥ b₂) := by
  have hsol : ∀ b : n → ℝ, A *ᵥ (A⁻¹ *ᵥ b) = b := by
    intro b
    rw [Matrix.mulVec_mulVec, Matrix.mul_nonsing_inv A hdet, Matrix.one_mulVec]
  exact error_of_solutions A (by rw [hA.eq]; exact hsol b₁) (hsol b₂) x y
```

Combining this identity with the Cauchy–Schwarz bound gives the error estimate. If both vector errors have length at most \(\varepsilon\), the property error is at most \(\varepsilon^2\bigl(\sum_{i,j}A_{ij}^2\bigr)^{1/2}\).

```lean
/-- For symmetric invertible `A`, the squared error of the estimator is at most the squared
Frobenius norm of `A` times the squared lengths of the errors of the two trial vectors. -/
theorem response_error_sq_le {A : Matrix n n ℝ} (hA : A.IsSymm) (hdet : IsUnit A.det)
    (b₁ b₂ x y : n → ℝ) :
    (b₁ ⬝ᵥ A⁻¹ *ᵥ b₂ - estimator A b₁ b₂ x y) ^ 2 ≤
      (∑ i, ∑ j, A i j ^ 2) * ((x - A⁻¹ *ᵥ b₁) ⬝ᵥ (x - A⁻¹ *ᵥ b₁)) *
        ((y - A⁻¹ *ᵥ b₂) ⬝ᵥ (y - A⁻¹ *ᵥ b₂)) := by
  rw [response_error hA hdet]
  exact bilinear_sq_le A _ _
```

For a singular matrix, Lean's `A⁻¹` is zero and does not represent a response. The identity in terms of \(X\) and \(Y\) still applies whenever both equations happen to have solutions.

## A residual orthogonal to a trial space

Reduced-space solvers commonly choose \(y\) so that its residual is orthogonal to a space \(W\) of trial vectors. The hypothesis `hy` states this orthogonality, and `hx` places \(x\) in \(W\). By hand, the Galerkin condition then holds for that \(x\), so \(F(x,y)=b_1\cdot y\), and the error identity applies to the plain value:

\[
b_1\cdot A^{-1}b_2-b_1\cdot y=(x-A^{-1}b_1)\cdot A(y-A^{-1}b_2).
\]

The proof rewrites with `response_error` and then with the Galerkin equivalence.

```lean
/-- Let `A` be symmetric and invertible, and let the residual `b₂ - Ay` be orthogonal to a
subspace `W`. Then the plain value `b₁·y` has the bilinear error for every `x` in `W`. -/
theorem galerkin_subspace_error {A : Matrix n n ℝ} (hA : A.IsSymm) (hdet : IsUnit A.det)
    (b₁ b₂ y : n → ℝ) (W : Submodule ℝ (n → ℝ))
    (hy : ∀ w ∈ W, w ⬝ᵥ (b₂ - A *ᵥ y) = 0) {x : n → ℝ} (hx : x ∈ W) :
    b₁ ⬝ᵥ A⁻¹ *ᵥ b₂ - b₁ ⬝ᵥ y = (x - A⁻¹ *ᵥ b₁) ⬝ᵥ A *ᵥ (y - A⁻¹ *ᵥ b₂) := by
  rw [← response_error hA hdet, (estimator_eq_iff_galerkin A b₁ b₂ x y).mpr (hy x hx)]
```

Here \(x\) need not be computed: any member of \(W\) may be used to judge the error. The gain depends on whether \(W\) contains a good approximation to \(A^{-1}b_1\). With only \(x=0\) available, the right-hand side is \(b_1\cdot(A^{-1}b_2-y)\), which is linear in the error of \(y\). The theorem takes a \(y\) with the required residual as given; it does not construct one.

## Positive definiteness with equal perturbations

For static response, a positive definite Hessian means that the energy of the stationary reference state rises to second order under every nonzero variation that the matrix includes. It doesn't exclude an instability towards variations left out of the matrix, such as spin-symmetry breaking of a restricted reference. Take \(b_1=b_2=b\) and \(x=y\), as for a diagonal polarisability element. With \(e=x-A^{-1}b\), the error identity becomes

\[
b\cdot A^{-1}b-F(x,x)=e\cdot Ae .
\]

The right-hand side is positive for \(e\ne0\) and zero for \(e=0\). The estimator is therefore a lower bound, attained only at the exact response vector.

The hypothesis `A.PosDef` includes symmetry, extracted as `hs`, and makes the determinant positive, which supplies invertibility. The proof specialises the error identity in `key` and separates the cases of zero and nonzero error.

```lean
/-- For positive definite `A` and equal perturbations and trial vectors, the estimator is a lower
bound to `b·A⁻¹b`, attained only at the exact response vector `A⁻¹b`. -/
theorem diagonal_lower_bound {A : Matrix n n ℝ} (hA : A.PosDef) (b x : n → ℝ) :
    estimator A b b x x ≤ b ⬝ᵥ A⁻¹ *ᵥ b ∧
      (estimator A b b x x = b ⬝ᵥ A⁻¹ *ᵥ b ↔ x = A⁻¹ *ᵥ b) := by
  have hs : A.IsSymm := by
    have h := hA.isHermitian.eq
    rwa [Matrix.conjTranspose_eq_transpose_of_trivial] at h
  have key := response_error hs hA.det_pos.ne'.isUnit b b x x
  by_cases hx : x = A⁻¹ *ᵥ b
  · -- the exact vector has no error
    rw [sub_eq_zero.mpr hx, zero_dotProduct] at key
    exact ⟨by linarith, fun _ => hx, fun _ => by linarith⟩
  · -- any other vector has a strictly positive error
    have hp := hA.dotProduct_mulVec_pos (sub_ne_zero.mpr hx)
    rw [star_trivial] at hp
    exact ⟨by linarith, fun h => by linarith, fun h => absurd h hx⟩

end BilinearResponse
```

Without positive definiteness the bound can reverse. For the one-component matrix \(A=(-1)\), the property is \(-b^2\) and \(F(x,x)=2bx+x^2=(x+b)^2-b^2\), which is never below it. With different perturbations or different trial vectors, the two errors can point in opposite directions, and the sign of the property error is not fixed even for positive definite \(A\).

```lean
#print axioms BilinearResponse.response_error
#print axioms BilinearResponse.response_error_sq_le
#print axioms BilinearResponse.galerkin_subspace_error
#print axioms BilinearResponse.diagonal_lower_bound
```

```
'BilinearResponse.response_error' depends on axioms: [propext, Classical.choice, Quot.sound]
'BilinearResponse.response_error_sq_le' depends on axioms: [propext, Classical.choice, Quot.sound]
'BilinearResponse.galerkin_subspace_error' depends on axioms: [propext, Classical.choice, Quot.sound]
'BilinearResponse.diagonal_lower_bound' depends on axioms: [propext, Classical.choice, Quot.sound]
```
